# Invariance of the second-order energy −b†K⁻¹b under an invertible change of basis

For a finite complex matrix K and a coupling vector b, the second-order energy is defined as −b†K⁻¹b. The theorem says that this number stays the same when K is replaced by T†KT and b by T†b, for any invertible T, which need not be unitary. K is not assumed Hermitian, nor even invertible: Lean sets the inverse of a singular matrix to zero, so in that case both sides are zero. The attempt first proves the matrix identity T(T†KT)⁻¹T† = K⁻¹ as `hmat`, then gathers the transformed energy into a single matrix acting on b and rewrites with that identity.

In Lean, a first try:

```lean
import Mathlib

open Matrix
open scoped ComplexOrder

namespace EnergyBasisChange

noncomputable section

variable {m n : Type*} [Fintype m] [DecidableEq m] [Fintype n] [DecidableEq n]

/-- The second-order energy `-b* K⁻¹ b` for an invertible matrix `K` and a coupling vector `b`. -/
def energy (K : Matrix m m ℂ) (b : m → ℂ) : ℂ := -(star b ⬝ᵥ (K⁻¹ *ᵥ b))

/-- The energy is unchanged by any invertible change of basis `T`. -/
theorem energy_basis_change (K T : Matrix m m ℂ) (hT : IsUnit T.det) (b : m → ℂ) :
    energy (Tᴴ * K * T) (Tᴴ *ᵥ b) = energy K b := by
  have hT' : IsUnit (Tᴴ).det := by
    rw [Matrix.det_conjTranspose]
    exact hT.star
  have hmat : T * ((Tᴴ * K * T)⁻¹ * Tᴴ) = K⁻¹ := by
    rw [Matrix.mul_inv_rev, Matrix.mul_inv_rev, Matrix.mul_assoc, Matrix.mul_assoc,
      Matrix.nonsing_inv_mul _ hT', Matrix.mul_one, ← Matrix.mul_assoc,
      Matrix.mul_nonsing_inv _ hT, Matrix.one_mul]
  unfold energy
  rw [Matrix.star_mulVec, Matrix.conjTranspose_conjTranspose, ← Matrix.dotProduct_mulVec,
    Matrix.mulVec_mulVec, Matrix.mulVec_mulVec, hmat]

end

end EnergyBasisChange
```

Compiling this gives:

```
Main.lean:27:48: error: Tactic `rewrite` failed: Did not find an occurrence of the pattern
  T * ((Tᴴ * K * T)⁻¹ * Tᴴ)
in the target expression
  -(star b ⬝ᵥ (T * (Tᴴ * K * T)⁻¹ * Tᴴ) *ᵥ b) = -(star b ⬝ᵥ K⁻¹ *ᵥ b)

m : Type u_1
inst✝¹ : Fintype m
inst✝ : DecidableEq m
K T : Matrix m m ℂ
hT : IsUnit T.det
b : m → ℂ
hT' : IsUnit Tᴴ.det
hmat : T * ((Tᴴ * K * T)⁻¹ * Tᴴ) = K⁻¹
⊢ -(star b ⬝ᵥ (T * (Tᴴ * K * T)⁻¹ * Tᴴ) *ᵥ b) = -(star b ⬝ᵥ K⁻¹ *ᵥ b)
```

Cause. The one error is at the last step, `rw [hmat]`. The identity `hmat` has been proved, but its left side is bracketed to the right, as `T * ((Tᴴ * K * T)⁻¹ * Tᴴ)`. In the goal, the two uses of `Matrix.mulVec_mulVec` have merged the matrices from the left, giving `T * (Tᴴ * K * T)⁻¹ * Tᴴ`, which Lean reads as `(T * (Tᴴ * K * T)⁻¹) * Tᴴ`. The two products are equal by associativity, but `rw` looks for the pattern as it is bracketed and does not apply associativity by itself, so it finds no occurrence.

The repair adds one line, `rw [← Matrix.mul_assoc] at hmat`, which moves the brackets in `hmat` to the left. Its left side then has the same form as the product in the goal, and the final rewrite turns that product into `K⁻¹`, making the two sides identical.

After these edits no error is left:

```diff
@@ -23,4 +23,5 @@
       Matrix.nonsing_inv_mul _ hT', Matrix.mul_one, ← Matrix.mul_assoc,
       Matrix.mul_nonsing_inv _ hT, Matrix.one_mul]
+  rw [← Matrix.mul_assoc] at hmat
   unfold energy
   rw [Matrix.star_mulVec, Matrix.conjTranspose_conjTranspose, ← Matrix.dotProduct_mulVec,
```
